# Reversing the indices of the cubic gl(n) Casimir adds C1² − n C2

Let \(E_{ij}\), with \(i,j=1,\dots,n\), be elements of a ring that satisfy the gl(n) commutation relations

\[
[E_{ij},E_{kl}]=\delta_{jk}E_{il}-\delta_{il}E_{kj}.
\]

Define

\[
C_1=\sum_i E_{ii},\qquad C_2=\sum_{ij}E_{ij}E_{ji},\qquad C_3=\sum_{ijk}E_{ij}E_{jk}E_{ki}.
\]

Then the cubic invariant with reversed indices is

\[
\tilde C_3=\sum_{ijk}E_{ji}E_{kj}E_{ik}=C_3+C_1^2-n\,C_2 .
\]

Both \(C_3\) and \(\tilde C_3\) commute with every generator, so either may be called the cubic Casimir. They are different operators in general: on the space of one particle in \(n\) orbitals, \(C_3=n^2\) and \(\tilde C_3=1\).

## Comparing cubic Casimir values between codes

In a spin-free many-electron code with \(n\) orthonormal orbitals, the generators are the excitation operators \(E_{ij}=\sum_\sigma a^\dagger_{i\sigma}a_{j\sigma}\), and \(C_1\) is the electron number \(N\). If one program contracts the indices as in \(C_3\) and another as in \(\tilde C_3\), then in a fixed-\(N\) space \(\tilde C_3-C_3=N^2-n\,C_2\), provided that the operator matrices in that finite space obey the commutation relations. The shift is not one number for each \(N\), because the value of \(C_2\) also depends on the total spin of the state.

The proviso matters in practice. The full space of \(N\) electrons in \(n\) orbitals is closed under all \(E_{ij}\), but generators projected onto a selected set of determinants generally violate the relations, and the conversion can then fail.

The quadratic invariant gives no warning of a mismatch, because reversing its indices only renames the summation variables.

## Exchanging two contracted generators

The commutation relations give, for each \(j\),

\[
E_{ji}E_{kj}=E_{kj}E_{ji}+\delta_{ik}E_{jj}-E_{ki}.
\]

The last term does not depend on \(j\), so summing over \(j\) produces a factor \(n\):

\[
\sum_j E_{ji}E_{kj}=\sum_j E_{kj}E_{ji}+\delta_{ik}C_1-nE_{ki}.
\]

Multiply on the right by \(E_{ik}\) and sum over \(i\) and \(k\). The three terms on the right become

\[
\sum_{ijk}E_{kj}E_{ji}E_{ik}=C_3,\qquad
\sum_i C_1E_{ii}=C_1^2,\qquad
n\sum_{ik}E_{ki}E_{ik}=nC_2,
\]

where the first and third follow by exchanging the names \(i\) and \(k\). This is the identity.

For invariance, call a matrix \(X\) of operators an adjoint tensor if \([E_{ij},X_{kl}]=\delta_{jk}X_{il}-\delta_{il}X_{kj}\). If \(X\) and \(Y\) are adjoint tensors, the Leibniz rule gives

\[
\begin{aligned}
[E_{ij},(XY)_{kl}]
&=\sum_m\bigl(\delta_{jk}X_{im}-\delta_{im}X_{kj}\bigr)Y_{ml}
+\sum_m X_{km}\bigl(\delta_{jm}Y_{il}-\delta_{il}Y_{mj}\bigr)\\
&=\delta_{jk}(XY)_{il}-X_{kj}Y_{il}+X_{kj}Y_{il}-\delta_{il}(XY)_{kj}.
\end{aligned}
\]

The middle terms cancel, so \(XY\) is an adjoint tensor. Setting \(l=k\) and summing gives

\[
[E_{ij},\operatorname{tr}X]=X_{ij}-X_{ij}=0.
\]

The matrix \(E\) is itself an adjoint tensor, so the traces of its positive powers commute with all generators. These include \(C_1\), \(C_2\) and \(C_3\), and the identity carries the property over to \(\tilde C_3\).

For the matrix units \(e_{ij}\), which have a single entry 1 in row \(i\) and column \(j\), the product rule is \(e_{ij}e_{kl}=\delta_{jk}e_{il}\). It implies the commutation relations and, together with the fact that \(\sum_i e_{ii}\) is the identity matrix, gives \(C_1=1\), \(C_2=n\) and \(C_3=n^2\), each times the identity matrix. Hence \(\tilde C_3=n^2+1-n\cdot n=1\), which differs from \(C_3\) when \(n\ge2\).

## The Lean file

```lean
import Mathlib

open Finset

namespace CubicCasimirOrdering

variable {n : ℕ} {R : Type*} [Ring R]

/-- The gl(n) commutation relations `[E_ij, E_kl] = δ_jk E_il - δ_il E_kj`. -/
def IsGLGenerators (E : Matrix (Fin n) (Fin n) R) : Prop :=
  ∀ i j k l, E i j * E k l - E k l * E i j
    = (if j = k then E i l else 0) - (if i = l then E k j else 0)

/-- A matrix `X` of operators is an adjoint tensor if
`[E_ij, X_kl] = δ_jk X_il - δ_il X_kj`. -/
def IsAdjointTensor (E X : Matrix (Fin n) (Fin n) R) : Prop :=
  ∀ i j k l, E i j * X k l - X k l * E i j
    = (if j = k then X i l else 0) - (if i = l then X k j else 0)

/-- The linear invariant `C1 = ∑ E_ii`. -/
def casimir1 (E : Matrix (Fin n) (Fin n) R) : R := ∑ i, E i i

/-- The quadratic invariant `C2 = ∑ E_ij E_ji`. -/
def casimir2 (E : Matrix (Fin n) (Fin n) R) : R := ∑ i, ∑ j, E i j * E j i

/-- The cubic invariant `C3 = ∑ E_ij E_jk E_ki`. -/
def casimir3 (E : Matrix (Fin n) (Fin n) R) : R :=
  ∑ i, ∑ j, ∑ k, E i j * E j k * E k i

/-- The cubic invariant with reversed indices, `∑ E_ji E_kj E_ik`. -/
def casimir3Rev (E : Matrix (Fin n) (Fin n) R) : R :=
  ∑ i, ∑ j, ∑ k, E j i * E k j * E i k

/-- Reordering two contracted generators:
`∑_j E_ji E_kj = ∑_j E_kj E_ji + δ_ik C1 - n E_ki`. -/
theorem swap_contracted {E : Matrix (Fin n) (Fin n) R} (hE : IsGLGenerators E)
    (i k : Fin n) :
    ∑ j, E j i * E k j
      = ∑ j, E k j * E j i + (if i = k then casimir1 E else 0) - (n : R) * E k i := by
  have key : ∀ j, E j i * E k j
      = E k j * E j i + ((if i = k then E j j else 0) - E k i) := by
    intro j
    have h1 := hE j i k j
    simp only [if_true] at h1
    rw [← h1]
    abel
  rw [Finset.sum_congr rfl (fun j _ => key j)]
  simp only [Finset.sum_add_distrib, Finset.sum_sub_distrib, Finset.sum_const,
    Finset.card_univ, Fintype.card_fin, nsmul_eq_mul]
  by_cases hik : i = k
  · simp only [hik, if_true, casimir1]
    abel
  · simp only [hik, if_false, Finset.sum_const_zero]
    abel

/-- The two orderings of the cubic invariant of gl(n) are related by
`∑ E_ji E_kj E_ik = C3 + C1² - n C2`. -/
theorem casimir3Rev_eq {E : Matrix (Fin n) (Fin n) R} (hE : IsGLGenerators E) :
    casimir3Rev E = casimir3 E + casimir1 E ^ 2 - (n : R) * casimir2 E := by
  have hA : ∑ i, ∑ k, (∑ j, E k j * E j i) * E i k = casimir3 E := by
    unfold casimir3
    simp only [Finset.sum_mul]
    rw [Finset.sum_comm]
    refine Finset.sum_congr rfl fun k _ => ?_
    exact Finset.sum_comm
  have hB : ∑ i, ∑ k, (if i = k then casimir1 E * E i k else 0) = casimir1 E ^ 2 := by
    simp only [Finset.sum_ite_eq, Finset.mem_univ, if_true, ← Finset.mul_sum]
    rw [sq]
    rfl
  have hC : ∑ i, ∑ k, (n : R) * (E k i * E i k) = (n : R) * casimir2 E := by
    unfold casimir2
    rw [Finset.sum_comm]
    simp only [Finset.mul_sum]
  calc casimir3Rev E = ∑ i, ∑ k, (∑ j, E j i * E k j) * E i k := by
        unfold casimir3Rev
        refine Finset.sum_congr rfl fun i _ => ?_
        rw [Finset.sum_comm]
        simp only [Finset.sum_mul]
    -- exchange the first two generators
    _ = ∑ i, ∑ k, ((∑ j, E k j * E j i) * E i k
          + (if i = k then casimir1 E * E i k else 0) - (n : R) * (E k i * E i k)) := by
        refine Finset.sum_congr rfl fun i _ => Finset.sum_congr rfl fun k _ => ?_
        rw [swap_contracted hE i k, sub_mul, add_mul, ite_mul, zero_mul, mul_assoc (n : R)]
    _ = _ := by
        simp only [Finset.sum_add_distrib, Finset.sum_sub_distrib]
        rw [hA, hB, hC]

/-- The matrix product of two adjoint tensors is an adjoint tensor. -/
theorem IsAdjointTensor.mul {E X Y : Matrix (Fin n) (Fin n) R}
    (hX : IsAdjointTensor E X) (hY : IsAdjointTensor E Y) : IsAdjointTensor E (X * Y) := by
  intro i j k l
  -- Leibniz rule for the commutator
  have key : ∀ m, E i j * (X k m * Y m l) - X k m * Y m l * E i j
      = ((if j = k then X i m else 0) - (if i = m then X k j else 0)) * Y m l
        + X k m * ((if j = m then Y i l else 0) - (if i = l then Y m j else 0)) := by
    intro m
    rw [← hX i j k m, ← hY i j m l]
    noncomm_ring
  calc E i j * (X * Y) k l - (X * Y) k l * E i j
      = ∑ m, (E i j * (X k m * Y m l) - X k m * Y m l * E i j) := by
        simp only [Matrix.mul_apply, Finset.mul_sum, Finset.sum_mul, Finset.sum_sub_distrib]
    _ = _ := Finset.sum_congr rfl fun m _ => key m
    _ = _ := by
        simp only [sub_mul, mul_sub, ite_mul, mul_ite, zero_mul, mul_zero,
          Finset.sum_add_distrib, Finset.sum_sub_distrib, Finset.sum_ite_eq,
          Finset.mem_univ, if_true, Matrix.mul_apply]
        by_cases h1 : j = k <;> by_cases h2 : i = l <;>
          simp only [h1, h2, if_true, if_false, Finset.sum_const_zero] <;> abel

/-- The trace of an adjoint tensor commutes with every generator. -/
theorem IsAdjointTensor.commute_trace {E X : Matrix (Fin n) (Fin n) R}
    (hX : IsAdjointTensor E X) (i j : Fin n) : Commute (E i j) X.trace := by
  show E i j * X.trace = X.trace * E i j
  rw [← sub_eq_zero]
  simp only [Matrix.trace, Matrix.diag_apply, Finset.mul_sum, Finset.sum_mul]
  rw [← Finset.sum_sub_distrib, Finset.sum_congr rfl fun k _ => hX i j k k]
  simp

/-- For every positive power of the generator matrix, the trace commutes with all
generators. -/
theorem commute_trace_pow {E : Matrix (Fin n) (Fin n) R} (hE : IsGLGenerators E)
    (p : ℕ) (i j : Fin n) : Commute (E i j) (E ^ (p + 1)).trace := by
  have hT : IsAdjointTensor E E := hE
  have hp : IsAdjointTensor E (E ^ (p + 1)) := by
    induction p with
    | zero => simpa using hT
    | succ p ih =>
      rw [pow_succ]
      exact ih.mul hT
  exact hp.commute_trace i j

/-- The reversed cubic invariant commutes with every generator. -/
theorem commute_casimir3Rev {E : Matrix (Fin n) (Fin n) R} (hE : IsGLGenerators E)
    (i j : Fin n) : Commute (E i j) (casimir3Rev E) := by
  have hT : IsAdjointTensor E E := hE
  have e2 : casimir2 E = (E * E).trace := by
    simp only [casimir2, Matrix.trace, Matrix.diag_apply, Matrix.mul_apply]
  have e3 : casimir3 E = (E * (E * E)).trace := by
    simp only [casimir3, Matrix.trace, Matrix.diag_apply, Matrix.mul_apply,
      Finset.mul_sum, mul_assoc]
  have h1 : Commute (E i j) (casimir1 E) := hT.commute_trace i j
  have h2 : Commute (E i j) (casimir2 E) := e2 ▸ (hT.mul hT).commute_trace i j
  have h3 : Commute (E i j) (casimir3 E) := e3 ▸ (hT.mul (hT.mul hT)).commute_trace i j
  rw [casimir3Rev_eq hE]
  exact (h3.add_right (h1.pow_right 2)).sub_right
    ((Nat.cast_commute n (E i j)).symm.mul_right h2)

/-- The matrix units: `E_ij` has a single entry 1, in row `i` and column `j`. -/
def matrixUnits (n : ℕ) : Matrix (Fin n) (Fin n) (Matrix (Fin n) (Fin n) ℤ) :=
  fun i j => Matrix.single i j 1

/-- The matrix units satisfy the gl(n) relations; for them `C3 = n²`, while the reversed
cubic invariant is 1. -/
theorem matrixUnits_witness (n : ℕ) :
    IsGLGenerators (matrixUnits n) ∧ casimir3 (matrixUnits n) = (n : Matrix _ _ ℤ) ^ 2 ∧
      casimir3Rev (matrixUnits n) = 1 := by
  have hmul : ∀ i j k l, matrixUnits n i j * matrixUnits n k l
      = if j = k then matrixUnits n i l else 0 := by
    intro i j k l
    by_cases h : j = k
    · subst h
      simp [matrixUnits]
    · simp [matrixUnits, h]
  have hgl : IsGLGenerators (matrixUnits n) := by
    intro i j k l
    rw [hmul, hmul]
    by_cases h : i = l
    · subst h
      simp
    · simp [h, Ne.symm h]
  -- resolution of the identity
  have hsum : ∑ i, matrixUnits n i i = 1 := by
    ext a b
    rw [Matrix.sum_apply]
    by_cases h : a = b
    · subst h
      simp [matrixUnits, Matrix.single_apply]
    · rw [Matrix.one_apply_ne h]
      refine Finset.sum_eq_zero fun i _ => ?_
      show Matrix.single i i (1 : ℤ) a b = 0
      rw [Matrix.single_apply, if_neg]
      rintro ⟨h1, h2⟩
      exact h (h1.symm.trans h2)
  have h2 : casimir2 (matrixUnits n) = (n : Matrix _ _ ℤ) := by
    simp only [casimir2, hmul, if_true, Finset.sum_const, Finset.card_univ,
      Fintype.card_fin, nsmul_eq_mul, ← Finset.mul_sum]
    rw [hsum, mul_one]
  have h3 : casimir3 (matrixUnits n) = (n : Matrix _ _ ℤ) ^ 2 := by
    simp only [casimir3, hmul, if_true, Finset.sum_const, Finset.card_univ,
      Fintype.card_fin, nsmul_eq_mul, ← Finset.mul_sum]
    rw [hsum, mul_one, sq]
  refine ⟨hgl, h3, ?_⟩
  rw [casimir3Rev_eq hgl, h3, h2, casimir1, hsum, sq, sq]
  noncomm_ring

/-- For `n ≥ 2` the two cubic invariants of the matrix units are different. -/
theorem conventions_differ (hn : 2 ≤ n) :
    casimir3Rev (matrixUnits n) ≠ casimir3 (matrixUnits n) := by
  obtain ⟨-, h3, hr⟩ := matrixUnits_witness n
  intro h
  rw [h3, hr, ← Nat.cast_pow] at h
  let a : Fin n := ⟨0, by omega⟩
  have hcast : ∀ m : ℕ, (m : Matrix (Fin n) (Fin n) ℤ) a a = (m : ℤ) := by
    intro m
    induction m with
    | zero => simp
    | succ m ih =>
      rw [Nat.cast_add, Nat.cast_one, Matrix.add_apply, ih, Matrix.one_apply_eq,
        Nat.cast_add, Nat.cast_one]
  -- compare one diagonal entry
  have h0 : (1 : Matrix (Fin n) (Fin n) ℤ) a a
      = ((n ^ 2 : ℕ) : Matrix (Fin n) (Fin n) ℤ) a a := congrArg (fun M => M a a) h
  rw [hcast, Matrix.one_apply_eq] at h0
  push_cast at h0
  have hn' : (2 : ℤ) ≤ n := by exact_mod_cast hn
  nlinarith

end CubicCasimirOrdering
```

```lean
#print axioms CubicCasimirOrdering.commute_trace_pow
#print axioms CubicCasimirOrdering.commute_casimir3Rev
#print axioms CubicCasimirOrdering.conventions_differ
```

```
'CubicCasimirOrdering.commute_trace_pow' depends on axioms: [propext, Classical.choice, Quot.sound]
'CubicCasimirOrdering.commute_casimir3Rev' depends on axioms: [propext, Classical.choice, Quot.sound]
'CubicCasimirOrdering.conventions_differ' depends on axioms: [propext, Classical.choice, Quot.sound]
```

## What is assumed and what is checked

The generators are collected in `E : Matrix (Fin n) (Fin n) R`, a matrix whose entries are operators, with indices running from 0 to \(n-1\). The ring `R` need not be commutative, and `(n : R)` is \(n\) times its identity. The definitions `casimir1`, `casimir2`, `casimir3` and `casimir3Rev` are \(C_1\), \(C_2\), \(C_3\) and \(\tilde C_3\), with the operator order as written above.

The physical input is the hypothesis `IsGLGenerators E`, which fixes the sign and index convention of the commutators. For electrons it encodes the algebra of the excitation operators; the file assumes it and does not derive it from fermionic anticommutators. Exact ring arithmetic is also assumed, so rounding error is not covered.

The theorem `swap_contracted` is the exchange of two generators: its `key` step handles one value of \(j\), and the sum then supplies \(C_1\) and the factor \(n\). In `casimir3Rev_eq`, the facts `hA`, `hB` and `hC` identify the three contracted sums, and the `calc` block inserts the exchange under the sum.

`IsAdjointTensor.mul` is the Leibniz calculation, with `noncomm_ring` checking the product rule without reordering factors. `IsAdjointTensor.commute_trace` performs the final cancellation, and `commute_trace_pow` extends it by induction to every power `p + 1`. `commute_casimir3Rev` does not use that induction: it obtains the invariance of \(C_1\), \(C_2\) and \(C_3\) directly from `IsAdjointTensor.mul` and `IsAdjointTensor.commute_trace`, and then applies the identity. Invariance here means commuting with each \(E_{ij}\), not with every element of `R`.

In `matrixUnits_witness`, the product rule is `hmul` and the resolution of the identity is `hsum`. The matrices have integer entries and represent the one-particle space. `conventions_differ` compares one diagonal entry: equality of the two invariants would force \(1=n^2\), which is impossible for \(n\ge2\).

That inequality concerns this representation. In others the two invariants may coincide, as they do when all generators are zero. For \(n=1\) they always agree, since there is only one generator to order.
